# Two Chebyshev moments per matrix application for a Hermitian matrix

## Two dot products in the loop

A Chebyshev calculation of a spectrum applies a Hermitian matrix \(A\) once per step to produce a new vector \(t_k\). The code can then take two dot products, \(\langle t_k,t_k\rangle\) and \(\langle t_k,t_{k-1}\rangle\), and obtain from them, together with the moments of order \(0\) and \(1\), those of order \(2k\) and \(2k-1\). When \(A\) has many nonzero entries per row, the dot products are much cheaper than the application of \(A\), so the second moment costs little.

The vectors and moments are

\[
t_0=v,\qquad t_1=Av,\qquad t_{k+2}=2A\,t_{k+1}-t_k,\qquad m_k=\langle v,t_k\rangle ,
\]

where \(v\) is the start vector. If \(A\) has orthonormal eigenvectors \(\varphi_a\) with eigenvalues \(\lambda_a\), then \(m_k=\sum_a|\langle\varphi_a,v\rangle|^2\,T_k(\lambda_a)\), with \(T_k\) the Chebyshev polynomial of the first kind. The moments therefore describe the spectrum as seen from \(v\). In time-dependent density functional theory, \(v\) can be a dipole excitation vector and \(A\) a shifted and scaled response matrix, provided that the response problem is finite and Hermitian, as in the Tamm–Dancoff approximation with an adiabatic (frequency-independent) kernel.

## What is stated

For Hermitian \(A\), any \(v\) and all natural numbers \(k\le j\),

\[
2\langle t_j,t_k\rangle=m_{j+k}+m_{j-k}.
\]

This is `two_mul_overlap`. The Lean objects correspond to the physics as follows.

- `𝕜` is \(\mathbb R\) or \(\mathbb C\), so real symmetric matrices are included. The finite type `ι` labels the states of an orthonormal basis.
- `chebVec A v k` is \(t_k\), defined by the recursion above.
- `star x ⬝ᵥ y` is \(\langle x,y\rangle\), conjugate-linear in the first argument. `moment A v k` is \(m_k\).
- `A.IsHermitian` is the assumption \(A^\dagger=A\), which holds for the matrix of a self-adjoint Hamiltonian in such a basis.

The vector \(v\) need not be normalised: \(m_0=\langle v,v\rangle\), and for \(v\ne0\) division by \(m_0\) gives the moments of the normalised state. The identity does not require the spectrum to lie in \([-1,1]\), although a practical expansion does. Rounding errors and the reconstruction of a spectrum from its moments are not treated.

The count of moments is expressed by `moments_determined`: if two Hermitian matrices produce the same \(t_0,\dots,t_n\) from \(v\), they have the same \(m_0,\dots,m_{2n}\). Since these vectors take \(n\) applications, \(n\) applications fix \(2n+1\) moments. For \(n=1\), `third_moment_not_determined` shows by example that the next moment, \(m_3\), is not fixed.

## Derivation

**The recursion gives \(t_k=T_k(A)v\).** The polynomials satisfy \(T_0=1\), \(T_1=x\) and \(T_{k+2}=2xT_{k+1}-T_k\). Inserting \(A\) and acting on \(v\) gives the recursion for \(t_k\), with the same two starting vectors.

**\(T_k(A)\) moves across the inner product.** This is clear for \(k=0\), and for \(k=1\) it is Hermiticity. If it holds for \(k\) and \(k+1\), then

\[
\begin{aligned}
\langle T_{k+2}(A)x,y\rangle
&=2\langle A\,T_{k+1}(A)x,y\rangle-\langle T_k(A)x,y\rangle\\
&=2\langle T_{k+1}(A)x,Ay\rangle-\langle x,T_k(A)y\rangle\\
&=2\langle x,T_{k+1}(A)Ay\rangle-\langle x,T_k(A)y\rangle\\
&=\langle x,T_{k+2}(A)y\rangle .
\end{aligned}
\]

The last step uses that \(T_{k+1}(A)\) commutes with \(A\).

**Products of Chebyshev polynomials become sums.** With \(x=\cos\theta\) we have \(T_k(x)=\cos k\theta\), and

\[
2\cos j\theta\cos k\theta=\cos (j+k)\theta+\cos (j-k)\theta .
\]

Hence \(2T_jT_k=T_{j+k}+T_{j-k}\) on all of \([-1,1]\), so the two polynomials are equal and \(A\) may be inserted.

**Combination.** These results give

\[
2\langle t_j,t_k\rangle=\langle v,2T_j(A)T_k(A)v\rangle=m_{j+k}+m_{j-k}.
\]

**Moments from half the order.** Choose \(j=\lceil i/2\rceil\) and \(k=\lfloor i/2\rfloor\). Their sum is \(i\) and their difference is \(i\bmod 2\), so

\[
m_i=2\langle t_{\lceil i/2\rceil},t_{\lfloor i/2\rfloor}\rangle-m_{i\bmod 2}.
\]

For \(i\ge2\) this yields a new moment; \(m_0\) and \(m_1\) are computed directly. If \(i\le2n\), every vector on the right has order at most \(n\).

**The two-site example.** Take hopping \(1/2\), energy \(e\) on the second site, and start on the first site:

\[
A=\begin{pmatrix}0&\tfrac12\\ \tfrac12&e\end{pmatrix},\quad
t_0=\begin{pmatrix}1\\0\end{pmatrix},\quad
t_1=\begin{pmatrix}0\\ \tfrac12\end{pmatrix},\quad
t_2=\begin{pmatrix}-\tfrac12\\ e\end{pmatrix},\quad
t_3=\begin{pmatrix}e\\ 2e^2-1\end{pmatrix}.
\]

The vectors \(t_0\) and \(t_1\) do not contain \(e\), but \(m_3=e\).

## The Lean file

```lean
import Mathlib

open Matrix Polynomial

namespace ChebyshevMoments

variable {𝕜 ι : Type*} [RCLike 𝕜] [Fintype ι]

/-- The Chebyshev vectors of a matrix `A` and a start vector `v`, built by the three-term
recursion `t₀ = v`, `t₁ = A v`, `tₖ₊₂ = 2 A tₖ₊₁ - tₖ`. -/
def chebVec (A : Matrix ι ι 𝕜) (v : ι → 𝕜) : ℕ → ι → 𝕜
  | 0 => v
  | 1 => A *ᵥ v
  | k + 2 => (2 : 𝕜) • (A *ᵥ chebVec A v (k + 1)) - chebVec A v k

/-- The Chebyshev moment `mₖ = ⟨v, tₖ⟩`. -/
def moment (A : Matrix ι ι 𝕜) (v : ι → 𝕜) (k : ℕ) : 𝕜 :=
  star v ⬝ᵥ chebVec A v k

/-- The recursion produces `tₖ = Tₖ(A) v`, with `Tₖ` the Chebyshev polynomial of the
first kind. -/
theorem chebVec_eq [DecidableEq ι] (A : Matrix ι ι 𝕜) (v : ι → 𝕜) :
    ∀ k : ℕ, chebVec A v k = (aeval A (Chebyshev.T 𝕜 (k : ℤ))) *ᵥ v
  | 0 => by simp [chebVec]
  | 1 => by simp [chebVec]
  | k + 2 => by
    have hT : Chebyshev.T 𝕜 ((k + 2 : ℕ) : ℤ)
        = (2 : 𝕜) • (X * Chebyshev.T 𝕜 ((k + 1 : ℕ) : ℤ)) - Chebyshev.T 𝕜 (k : ℤ) := by
      push_cast
      rw [two_smul, Chebyshev.T_add_two]
      ring
    rw [chebVec, chebVec_eq A v (k + 1), chebVec_eq A v k, hT, map_sub, map_smul, map_mul,
      aeval_X, Matrix.sub_mulVec, Matrix.smul_mulVec, Matrix.mulVec_mulVec]

/-- Starting the recursion from `A v` gives the same vectors as applying `A` to those
started from `v`. -/
theorem chebVec_mulVec (A : Matrix ι ι 𝕜) (v : ι → 𝕜) :
    ∀ k : ℕ, chebVec A (A *ᵥ v) k = A *ᵥ chebVec A v k
  | 0 => rfl
  | 1 => rfl
  | k + 2 => by
    simp only [chebVec, chebVec_mulVec A v (k + 1), chebVec_mulVec A v k,
      Matrix.mulVec_sub, Matrix.mulVec_smul]

/-- A Hermitian matrix can be moved from one side of the inner product to the other. -/
theorem hermitian_move {A : Matrix ι ι 𝕜} (hA : A.IsHermitian) (x y : ι → 𝕜) :
    star (A *ᵥ x) ⬝ᵥ y = star x ⬝ᵥ (A *ᵥ y) := by
  rw [Matrix.star_mulVec, hA.eq, Matrix.dotProduct_mulVec]

/-- For Hermitian `A` the Chebyshev recursion is self-adjoint:
`⟨Tₖ(A) x, y⟩ = ⟨x, Tₖ(A) y⟩`. -/
theorem chebVec_adjoint {A : Matrix ι ι 𝕜} (hA : A.IsHermitian) (x y : ι → 𝕜) :
    ∀ k : ℕ, star (chebVec A x k) ⬝ᵥ y = star x ⬝ᵥ chebVec A y k
  | 0 => rfl
  | 1 => hermitian_move hA x y
  | k + 2 => by
    have h1 := chebVec_adjoint hA x (A *ᵥ y) (k + 1)
    have h0 := chebVec_adjoint hA x y k
    -- move the outermost factor `A` first, then the shorter recursions
    simp only [chebVec, star_sub, star_smul, star_ofNat, sub_dotProduct, smul_dotProduct,
      dotProduct_sub, dotProduct_smul, hermitian_move hA]
    rw [h1, h0, chebVec_mulVec]

/-- The product rule on vectors: `2 Tⱼ(A) Tₖ(A) v = Tⱼ₊ₖ(A) v + Tⱼ₋ₖ(A) v` for `k ≤ j`. -/
theorem chebVec_comp (A : Matrix ι ι 𝕜) (v : ι → 𝕜) {j k : ℕ} (hkj : k ≤ j) :
    (2 : 𝕜) • chebVec A (chebVec A v k) j = chebVec A v (j + k) + chebVec A v (j - k) := by
  classical
  have hT : (2 : 𝕜) • (Chebyshev.T 𝕜 (j : ℤ) * Chebyshev.T 𝕜 (k : ℤ))
      = Chebyshev.T 𝕜 ((j + k : ℕ) : ℤ) + Chebyshev.T 𝕜 ((j - k : ℕ) : ℤ) := by
    rw [two_smul]
    push_cast [Nat.cast_sub hkj]
    linear_combination Chebyshev.T_mul_T 𝕜 (j : ℤ) (k : ℤ)
  rw [chebVec_eq A (chebVec A v k) j, chebVec_eq A v k, chebVec_eq A v (j + k),
    chebVec_eq A v (j - k), Matrix.mulVec_mulVec, ← map_mul (aeval A), ← Matrix.add_mulVec,
    ← map_add (aeval A), ← hT, map_smul, Matrix.smul_mulVec]

/-- **Moment doubling.** For a Hermitian matrix and `k ≤ j`, twice the overlap of two Chebyshev
vectors is a sum of two moments: `2 ⟨tⱼ, tₖ⟩ = mⱼ₊ₖ + mⱼ₋ₖ`. -/
theorem two_mul_overlap {A : Matrix ι ι 𝕜} (hA : A.IsHermitian) (v : ι → 𝕜)
    {j k : ℕ} (hkj : k ≤ j) :
    2 * (star (chebVec A v j) ⬝ᵥ chebVec A v k) = moment A v (j + k) + moment A v (j - k) := by
  rw [chebVec_adjoint hA v (chebVec A v k) j]
  unfold moment
  rw [← dotProduct_add, ← chebVec_comp A v hkj, dotProduct_smul, smul_eq_mul]

/-- For a Hermitian matrix the moment `mᵢ` follows from Chebyshev vectors of about half the
order: `mᵢ = 2 ⟨t_⌈i/2⌉, t_⌊i/2⌋⟩ - m_(i mod 2)`. -/
theorem moment_from_half {A : Matrix ι ι 𝕜} (hA : A.IsHermitian) (v : ι → 𝕜) (i : ℕ) :
    moment A v i
      = 2 * (star (chebVec A v ((i + 1) / 2)) ⬝ᵥ chebVec A v (i / 2)) - moment A v (i % 2) := by
  have h := two_mul_overlap hA v (show i / 2 ≤ (i + 1) / 2 by omega)
  rw [show (i + 1) / 2 + i / 2 = i by omega,
    show (i + 1) / 2 - i / 2 = i % 2 by omega] at h
  linear_combination -h

/-- If two Hermitian matrices produce the same Chebyshev vectors `t₀, …, tₙ` from `v`, then
their moments `m₀, …, m₂ₙ` agree. -/
theorem moments_determined {A B : Matrix ι ι 𝕜} (hA : A.IsHermitian) (hB : B.IsHermitian)
    (v : ι → 𝕜) (n : ℕ) (h : ∀ k ≤ n, chebVec A v k = chebVec B v k) :
    ∀ i ≤ 2 * n, moment A v i = moment B v i := by
  intro i hi
  rw [moment_from_half hA v i, moment_from_half hB v i]
  unfold moment
  rw [h ((i + 1) / 2) (by omega), h (i / 2) (by omega), h (i % 2) (by omega)]

/-- A two-site Hamiltonian with hopping `1/2` and on-site energy `e` on the second site. -/
noncomputable def twoSite (e : ℝ) : Matrix (Fin 2) (Fin 2) ℝ :=
  !![0, 1 / 2; 1 / 2, e]

/-- One matrix application does not fix the third moment: for the two-site Hamiltonian `twoSite e`
started on the first site, `t₁` is independent of `e`, while `m₃ = e`. -/
theorem third_moment_not_determined (e : ℝ) :
    (twoSite e).IsHermitian ∧ chebVec (twoSite e) ![1, 0] 1 = ![0, 1 / 2] ∧
      moment (twoSite e) ![1, 0] 3 = e := by
  refine ⟨?_, ?_, ?_⟩
  · ext i j
    fin_cases i <;> fin_cases j <;> simp [twoSite]
  · ext i
    fin_cases i <;> simp [chebVec, twoSite, Matrix.mulVec, dotProduct, Fin.sum_univ_two]
  · simp [moment, chebVec, twoSite, dotProduct, Fin.sum_univ_two]
    ring

end ChebyshevMoments
```

```lean
#print axioms ChebyshevMoments.moments_determined
#print axioms ChebyshevMoments.third_moment_not_determined
```

```
'ChebyshevMoments.moments_determined' depends on axioms: [propext, Classical.choice, Quot.sound]
'ChebyshevMoments.third_moment_not_determined' depends on axioms: [propext, Classical.choice, Quot.sound]
```

## From the recursion to the moments in Lean

`chebVec_eq` identifies the recursion with Mathlib's Chebyshev polynomials by induction. `aeval A` inserts the matrix into a polynomial, and the auxiliary equation `hT` is the polynomial recursion. Mathlib indexes these polynomials by integers, which accounts for the casts.

`chebVec_mulVec` is the commutation step: starting the recursion from \(Av\) gives \(A\,t_k\). `hermitian_move` moves a single factor \(A\), and `chebVec_adjoint` extends this to \(T_k(A)\). Its `simp only` call expands the recursion and moves the outermost \(A\) onto \(y\). The induction hypotheses `h1`, taken at \(Ay\), and `h0`, taken at \(y\), then move the remaining polynomials, and `chebVec_mulVec` restores the order of the factors.

`chebVec_comp` applies the product rule to vectors. It takes the polynomial identity from Mathlib's `Chebyshev.T_mul_T` instead of going through cosines, and it holds for every square matrix. Hermiticity enters `two_mul_overlap` only through `chebVec_adjoint`, which turns \(\langle t_j,t_k\rangle\) into \(\langle v,T_j(A)t_k\rangle\); `chebVec_comp` then supplies the two moments.

In `moment_from_half`, `omega` checks the arithmetic of the rounded halves, and `linear_combination` solves for \(m_i\). `moments_determined` writes both moments in this form and replaces the vectors of one matrix by those of the other. The two-site theorem is checked entry by entry from the recursion.
